# Single-orbital steps in sequence assemble the columns of an upper triangular transformation

A transformation of `n` orbitals is given by an upper triangular real or complex matrix `X`, and the step `E_k` is the identity matrix with column `k` replaced by that of `X`. The lemma says that the product `E_{k+m-1} ... E_k` has the columns of `X` at the positions from `k` to `k+m-1` that exist, and those of the identity elsewhere. Orbitals are counted from zero, and `X` need be neither invertible nor unitary. The proof is by induction on the number of steps `m`. A column already finished has no component on the orbital now treated, so the new step leaves it alone, while a column not yet touched is a unit vector, from which the step produces its own column.

An attempt in Lean 4 with a fault in it:

```lean
import Mathlib

open Matrix

namespace SweepApply

noncomputable section

variable {𝕜 H : Type*} [RCLike 𝕜] [NormedAddCommGroup H] [InnerProductSpace 𝕜 H] {n : ℕ}

/-- The single-orbital transformation `E_k`: the identity matrix with column `k` replaced by
column `k` of `X`. Orbitals are counted from zero, and for `k ≥ n` it is the identity. -/
def orbitalStep (X : Matrix (Fin n) (Fin n) 𝕜) (k : ℕ) : Matrix (Fin n) (Fin n) 𝕜 :=
  Matrix.of fun i j => if (j : ℕ) = k then X i j else (1 : Matrix (Fin n) (Fin n) 𝕜) i j

/-- The product `E_{k+m-1} ... E_{k+1} E_k` of `m` successive single-orbital transformations. -/
def sweep (X : Matrix (Fin n) (Fin n) 𝕜) (k : ℕ) : ℕ → Matrix (Fin n) (Fin n) 𝕜
  | 0 => 1
  | m + 1 => orbitalStep X (k + m) * sweep X k m

/-- For upper triangular `X`, the product `E_{k+m-1} ... E_k` has the columns
`k, ..., k+m-1` of `X`, and its other columns are those of the identity. -/
theorem sweep_apply {X : Matrix (Fin n) (Fin n) 𝕜} (hX : X.BlockTriangular id)
    (k m : ℕ) (i j : Fin n) :
    sweep X k m i j = if k ≤ (j : ℕ) ∧ (j : ℕ) < k + m then X i j
      else (1 : Matrix (Fin n) (Fin n) 𝕜) i j := by
  induction m generalizing i with
  | zero =>
    rw [if_neg (by omega)]
    rfl
  | succ m ih =>
    change (orbitalStep X (k + m) * sweep X k m) i j = _
    by_cases h : k ≤ (j : ℕ) ∧ (j : ℕ) < k + m
    · -- a finished column has no component on the orbital treated now
      rw [if_pos (by omega), Matrix.mul_apply]
      calc ∑ l, orbitalStep X (k + m) i l * sweep X k m l j
          = ∑ l, (1 : Matrix (Fin n) (Fin n) 𝕜) i l * X l j := by
            refine Finset.sum_congr rfl fun l _ => ?_
            rw [ih l, if_pos h]
            by_cases hl : (l : ℕ) = k + m
            · have hz : X l j = 0 := hX (show j < l from Fin.lt_def.mpr (by omega))
              rw [hz, mul_zero, mul_zero]
            · simp only [orbitalStep, Matrix.of_apply, if_neg hl]
        _ = ((1 : Matrix (Fin n) (Fin n) 𝕜) * X) i j := (Matrix.mul_apply).symm
        _ = X i j := by rw [one_mul]
    · -- an untouched column is a unit vector, so the step supplies its own column
      have hs : (orbitalStep X (k + m) * sweep X k m) i j = orbitalStep X (k + m) i j := by
        rw [Matrix.mul_apply]
        calc ∑ l, orbitalStep X (k + m) i l * sweep X k m l j
            = ∑ l, orbitalStep X (k + m) i l * (1 : Matrix (Fin n) (Fin n) 𝕜) l j := by
              refine Finset.sum_congr rfl fun l _ => ?_
              rw [ih l, if_neg h]
          _ = (orbitalStep X (k + m) * 1) i j := (Matrix.mul_apply).symm
          _ = orbitalStep X (k + m) i j := by rw [mul_one]
      rw [hs]
      by_cases hj : (j : ℕ) = k + m
      · rw [if_pos (by omega)]
        simp only [orbitalStep, Matrix.of_apply, if_pos hj]
      · rw [if_neg (by omega)]
        simp only [orbitalStep, Matrix.of_apply, if_neg hj]

end

end SweepApply
```

The error:

```
Main.lean:53:14: error: Function expected at
  orbitalStep X (k + m) * 1
but this term has type
  ?m.366

Note: Expected a function because this term is being applied to the argument
  i
```

The mended proof, as a diff:

```diff
@@ -51,5 +51,6 @@
               refine Finset.sum_congr rfl fun l _ => ?_
               rw [ih l, if_neg h]
-          _ = (orbitalStep X (k + m) * 1) i j := (Matrix.mul_apply).symm
+          _ = (orbitalStep X (k + m) * (1 : Matrix (Fin n) (Fin n) 𝕜)) i j :=
+              (Matrix.mul_apply).symm
           _ = orbitalStep X (k + m) i j := by rw [mul_one]
       rw [hs]
```

What went wrong. The error is in the calculation for an untouched column, where the product `orbitalStep X (k + m) * 1` is applied to the indices `i` and `j`. To read an entry in this way, Lean must already know that the product is a matrix, and so a function of its indices. But matrix multiplication in Mathlib also covers rectangular matrices, so the type of the left factor doesn't settle that of the right factor or of the product. The bare `1` doesn't settle it either, since a numeral can have many types. The product's type was therefore still unknown, the `?m.366` of the message, when Lean came to the argument `i`, and it refused the application.

The repair writes the factor as `(1 : Matrix (Fin n) (Fin n) 𝕜)`. Both factors now have known types, the product is an `n` by `n` matrix, and it can take its indices. Moving `(Matrix.mul_apply).symm` to a line of its own is mere tidying.
